# One first-order Trotter step gives the trace correctly through third order, with fourth-order error \(-t^4\,\mathrm{tr}([A,B]^2)/24\)

To estimate the partition function of a finite transverse-field Ising chain at high temperature, I replace \(e^{-\beta(H_1+H_2)}\) by \(e^{-\beta H_1}e^{-\beta H_2}\) and take the trace. Here \(H_1\) is the coupling term, \(H_2\) the field term and \(\beta\) the inverse temperature, and each exponential is easy on its own. As operators, the two expressions already differ at order \(\beta^2\), by half the commutator. The trace seems to do much better: I find agreement through \(\beta^3\), and at \(\beta^4\) an error of \(-\mathrm{tr}([H_1,H_2]^2)/24\). Can this be made rigorous for the actual exponentials, with a bound on what is left over, and be checked in Lean?

## Cyclicity removes the error below fourth order

Yes, for real square matrices \(A,B\) of any finite size. Write \(t=-\beta\), \(A=H_1\), \(B=H_2\), in units that make all of these dimensionless. Multiplying the two exponential series and collecting powers of \(t\) gives

\[
\mathrm{tr}(e^{tA}e^{tB})=\sum_{m\ge 0}t^m s_m,\qquad
s_m=\sum_{j=0}^{m}\frac{\mathrm{tr}(A^jB^{m-j})}{j!\,(m-j)!},
\]

while

\[
\mathrm{tr}(e^{t(A+B)})=\sum_{m\ge 0}t^m e_m,\qquad e_m=\frac{\mathrm{tr}((A+B)^m)}{m!}.
\]

Orders 0 and 1 agree at once. At order 2, \(\mathrm{tr}(AB)=\mathrm{tr}(BA)\), so both coefficients are \(\tfrac12\mathrm{tr}A^2+\mathrm{tr}(AB)+\tfrac12\mathrm{tr}B^2\). At order 3, the words \(AAB\), \(ABA\) and \(BAA\) are cyclic rotations of one another and have the same trace, and so do the three words with two \(B\)s. Hence

\[
e_3=\tfrac16\left(\mathrm{tr}A^3+3\,\mathrm{tr}(A^2B)+3\,\mathrm{tr}(AB^2)+\mathrm{tr}B^3\right)=s_3 .
\]

At order 4, the six words with two \(A\)s and two \(B\)s fall into two cyclic classes. Four of them have trace \(\mathrm{tr}(A^2B^2)\), and the other two, \(ABAB\) and \(BABA\), have trace \(\mathrm{tr}(ABAB)\). Therefore

\[
\mathrm{tr}((A+B)^4)=\mathrm{tr}A^4+4\,\mathrm{tr}(A^3B)+4\,\mathrm{tr}(A^2B^2)+2\,\mathrm{tr}(ABAB)+4\,\mathrm{tr}(AB^3)+\mathrm{tr}B^4 .
\]

The split coefficient is

\[
s_4=\tfrac1{24}\mathrm{tr}A^4+\tfrac16\mathrm{tr}(A^3B)+\tfrac14\mathrm{tr}(A^2B^2)+\tfrac16\mathrm{tr}(AB^3)+\tfrac1{24}\mathrm{tr}B^4 .
\]

Subtracting leaves

\[
s_4-e_4=\tfrac1{12}\left(\mathrm{tr}(A^2B^2)-\mathrm{tr}(ABAB)\right).
\]

Since \([A,B]^2=ABAB-ABBA-BAAB+BABA\), its trace is \(2\,\mathrm{tr}(ABAB)-2\,\mathrm{tr}(A^2B^2)\), and so

\[
s_4-e_4=-\tfrac1{24}\mathrm{tr}([A,B]^2).
\]

For the remainder, put \(d_m=s_m-e_m\). With the operator norm and matrix size \(N\), both \(|s_m|\) and \(|e_m|\) are at most \(N(\|A\|+\|B\|)^m/m!\), so \(\sum_m|d_m|\) converges. For \(|t|\le1\),

\[
\Big|\sum_{m\ge5}t^m d_m\Big|\le |t|^5\sum_{m\ge5}|d_m| .
\]

## The sign for symmetric matrices, and two Pauli matrices

If \(A\) and \(B\) are symmetric, \(K=[A,B]\) is antisymmetric, and

\[
-\mathrm{tr}(K^2)=-\sum_{i,j}K_{ij}K_{ji}=\sum_{i,j}K_{ij}^2 .
\]

The fourth-order error is then never negative, and it vanishes exactly when \(A\) and \(B\) commute. For general real matrices it can have either sign.

Take \(A=X\) and \(B=Z\), the Pauli matrices. Then \(s_4=\tfrac1{12}+\tfrac12+\tfrac1{12}=\tfrac23\). Because \((X+Z)^2=2I\), we have \(e_4=8/24=\tfrac13\), so the defect is \(\tfrac13\). The commutator agrees: \([X,Z]^2=-4I\) has trace \(-8\).

The full traces are \(2\cosh^2 t\) and \(2\cosh(\sqrt2\,t)\). At \(t=0.1\) they are \(2.02006676\) and \(2.02003336\), which differ by \(3.340\times10^{-5}\). The leading term \(t^4/3\) predicts \(3.333\times10^{-5}\).

## What the Lean theorems say

`splitCoeff A B m` is \(s_m\) and `exactCoeff A B m` is \(e_m\). The sum over `Finset.range (m + 1)` runs over \(j=0,\dots,m\). `splitZ A B t` and `exactZ A B t` are the two traces, built from the true matrix exponential `NormedSpace.exp`. The type `n` labels the basis states and may be any finite type.

- `coeff_eq_of_le_three` states \(s_m=e_m\) for \(m\le3\), and `coeff_four_defect` gives the difference at \(m=4\).
- `hasSum_splitZ` and `hasSum_exactZ` state that, for every real \(t\), the series with these coefficients converge to the two partition functions.
- `partition_function_error` states that there is a constant \(C\) such that, whenever \(|t|\le1\), the error differs from \(-t^4\,\mathrm{tr}([A,B]^2)/24\) by at most \(C|t|^5\). The constant may depend on \(A\) and \(B\), but not on \(t\).
- `symmetric_defect` gives the sum-of-squares form under the hypotheses `Aᵀ = A` and `Bᵀ = B`, which hold for Hamiltonian terms that are real in the chosen basis. `pauli_defect` is the value \(\tfrac13\) found above.

The matrices are real and finite. This fits your Ising chain, but leaves out complex Hermitian matrices and unbounded operators such as the kinetic energy in the continuum. The theorems also concern a single step. A path-integral calculation with \(P\) slices at fixed \(\beta\) needs the trace of the \(P\)-th power of a step, and its error generally falls only as \(1/P^2\).

```lean
import Mathlib

open Matrix

namespace TrotterTrace

noncomputable section

variable {n : Type*} [Fintype n] [DecidableEq n]

/-- Order-`m` coefficient of the split partition function: the sum over `j + k = m` of
`tr(A^j B^k) / (j! k!)`. -/
def splitCoeff (A B : Matrix n n ℝ) (m : ℕ) : ℝ :=
  ∑ j ∈ Finset.range (m + 1),
    trace (A ^ j * B ^ (m - j)) / ((j.factorial : ℝ) * ((m - j).factorial : ℝ))

/-- Order-`m` coefficient of the exact partition function: `tr((A + B)^m) / m!`. -/
def exactCoeff (A B : Matrix n n ℝ) (m : ℕ) : ℝ :=
  trace ((A + B) ^ m) / (m.factorial : ℝ)

/-- The partition function of one first-order Trotter step, `tr(exp(tA) exp(tB))`. -/
def splitZ (A B : Matrix n n ℝ) (t : ℝ) : ℝ :=
  trace (NormedSpace.exp (t • A) * NormedSpace.exp (t • B))

/-- The exact partition function, `tr(exp(t(A + B)))`. -/
def exactZ (A B : Matrix n n ℝ) (t : ℝ) : ℝ :=
  trace (NormedSpace.exp (t • (A + B)))

/-- Through third order the split and the exact partition function have the same
coefficients. -/
theorem coeff_eq_of_le_three (A B : Matrix n n ℝ) {m : ℕ} (hm : m ≤ 3) :
    splitCoeff A B m = exactCoeff A B m := by
  -- cyclicity of the trace for words of three letters
  have c (X Y Z : Matrix n n ℝ) : trace (X * Y * Z) = trace (Y * Z * X) := by
    rw [mul_assoc, trace_mul_comm]
  interval_cases m <;>
  simp only [splitCoeff, exactCoeff, Finset.sum_range_succ, Finset.sum_range_zero] <;>
  simp only [Nat.factorial, Nat.succ_eq_add_one,
    Nat.reduceAdd, Nat.reduceMul, Nat.reduceSub, Nat.cast_ofNat, Nat.cast_one,
    pow_succ, pow_zero, one_mul, mul_one, add_mul, mul_add, trace_add, ← mul_assoc] <;>
  linarith [trace_mul_comm A B, c A A B, c A B A, c A B B, c B B A]

/-- At fourth order the split coefficient differs from the exact one by
`-tr([A,B]^2) / 24`. -/
theorem coeff_four_defect (A B : Matrix n n ℝ) :
    splitCoeff A B 4 - exactCoeff A B 4 = -trace ((A * B - B * A) ^ 2) / 24 := by
  -- cyclicity of the trace for words of four letters
  have c (X Y Z W : Matrix n n ℝ) : trace (X * Y * Z * W) = trace (Y * Z * W * X) := by
    rw [show X * Y * Z * W = X * (Y * Z * W) by simp only [mul_assoc], trace_mul_comm]
  have s4 : splitCoeff A B 4 = trace (B ^ 4) / 24 + trace (A * B ^ 3) / 6
      + trace (A ^ 2 * B ^ 2) / 4 + trace (A ^ 3 * B) / 6 + trace (A ^ 4) / 24 := by
    simp only [splitCoeff, Finset.sum_range_succ, Finset.sum_range_zero]
    norm_num [Nat.factorial]
  have x4 : trace ((A + B) ^ 4) = trace (A ^ 4) + 4 * trace (A ^ 3 * B)
      + 4 * trace (A ^ 2 * B ^ 2) + 2 * trace (A * B * (A * B))
      + 4 * trace (A * B ^ 3) + trace (B ^ 4) := by
    simp only [pow_succ, pow_zero, one_mul, add_mul, mul_add, trace_add, ← mul_assoc]
    linarith [c A A A B, c A A B A, c A B A A, c A B B B, c B B B A, c B B A B,
      c A A B B, c A B B A, c B B A A, c A B A B]
  have k2 : trace ((A * B - B * A) ^ 2)
      = 2 * trace (A * B * (A * B)) - 2 * trace (A ^ 2 * B ^ 2) := by
    simp only [pow_succ, pow_zero, one_mul, sub_mul, mul_sub, trace_sub, ← mul_assoc]
    linarith [c A A B B, c A B B A, c B B A A, c A B A B]
  have f4 : ((Nat.factorial 4 : ℕ) : ℝ) = 24 := by norm_num [Nat.factorial]
  rw [s4, exactCoeff, x4, k2, f4]
  ring

/-- In a real Banach algebra the product of two exponential series is the sum, order by
order, of the products of their Taylor terms. -/
theorem hasSum_expSeries_mul {R : Type*} [NormedRing R] [NormedAlgebra ℝ R]
    [CompleteSpace R] (X Y : R) :
    HasSum (fun m : ℕ => ∑ j ∈ Finset.range (m + 1),
      ((j.factorial : ℝ)⁻¹ • X ^ j) * (((m - j).factorial : ℝ)⁻¹ • Y ^ (m - j)))
      ((∑' k : ℕ, (k.factorial : ℝ)⁻¹ • X ^ k) * ∑' k : ℕ, (k.factorial : ℝ)⁻¹ • Y ^ k) := by
  have hs (Z : R) : Summable fun k : ℕ => ‖(k.factorial : ℝ)⁻¹ • Z ^ k‖ := by
    have hb (k : ℕ) : ‖((k + 1).factorial : ℝ)⁻¹ • Z ^ (k + 1)‖
        ≤ ‖Z‖ ^ (k + 1) / ((k + 1).factorial : ℝ) := by
      rw [norm_smul, norm_inv, Real.norm_natCast, div_eq_inv_mul]
      exact mul_le_mul_of_nonneg_left (norm_pow_le' Z (Nat.succ_pos k)) (by positivity)
    exact (summable_nat_add_iff 1).mp (Summable.of_nonneg_of_le (fun k => norm_nonneg _) hb
      ((summable_nat_add_iff 1).mpr (Real.summable_pow_div_factorial ‖Z‖)))
  -- the Cauchy product of two absolutely convergent series
  have key (f g : ℕ → R) (hf : Summable fun k => ‖f k‖) (hg : Summable fun k => ‖g k‖) :
      HasSum (fun m : ℕ => ∑ j ∈ Finset.range (m + 1), f j * g (m - j))
        ((∑' k, f k) * ∑' k, g k) :=
    hasSum_sum_range_mul_of_summable_norm hf hg
  exact key (fun k => (k.factorial : ℝ)⁻¹ • X ^ k) (fun k => (k.factorial : ℝ)⁻¹ • Y ^ k)
    (hs X) (hs Y)

/-- The split partition function is the power series in `t` with coefficients
`splitCoeff`. -/
theorem hasSum_splitZ (A B : Matrix n n ℝ) (t : ℝ) :
    HasSum (fun m : ℕ => t ^ m * splitCoeff A B m) (splitZ A B t) := by
  have hexp (M : Matrix n n ℝ) :
      NormedSpace.exp M = ∑' k : ℕ, (k.factorial : ℝ)⁻¹ • M ^ k := by
    rw [NormedSpace.exp_eq_tsum (𝕂 := ℝ)]
  have h : HasSum (fun m : ℕ => ∑ j ∈ Finset.range (m + 1),
      ((j.factorial : ℝ)⁻¹ • (t • A) ^ j) * (((m - j).factorial : ℝ)⁻¹ • (t • B) ^ (m - j)))
      (NormedSpace.exp (t • A) * NormedSpace.exp (t • B)) := by
    rw [hexp (t • A), hexp (t • B)]
    let : NormedRing (Matrix n n ℝ) := Matrix.linftyOpNormedRing
    let : NormedAlgebra ℝ (Matrix n n ℝ) := Matrix.linftyOpNormedAlgebra
    exact hasSum_expSeries_mul (t • A) (t • B)
  -- the trace is continuous and additive, so it passes through the series
  have hc : Continuous (Matrix.traceLinearMap n ℝ ℝ) :=
    (continuous_id.matrix_trace : Continuous fun M : Matrix n n ℝ => trace M)
  have h' := h.map (Matrix.traceLinearMap n ℝ ℝ) hc
  rw [Matrix.traceLinearMap_apply] at h'
  unfold splitZ
  convert h' using 1
  funext m
  simp only [Function.comp_apply, Matrix.traceLinearMap_apply, splitCoeff, trace_sum,
    Finset.mul_sum]
  refine Finset.sum_congr rfl fun j hj => ?_
  have hjm : j + (m - j) = m := by
    have := Finset.mem_range.mp hj
    omega
  have ht : t ^ m = t ^ j * t ^ (m - j) := by rw [← pow_add, hjm]
  rw [ht]
  simp only [smul_pow, Matrix.smul_mul, Matrix.mul_smul, trace_smul, smul_eq_mul]
  ring

/-- The exact partition function is the power series in `t` with coefficients
`exactCoeff`. -/
theorem hasSum_exactZ (A B : Matrix n n ℝ) (t : ℝ) :
    HasSum (fun m : ℕ => t ^ m * exactCoeff A B m) (exactZ A B t) := by
  -- splitting off the zero matrix changes nothing
  have h := hasSum_splitZ (A + B) 0 t
  have hz : splitZ (A + B) 0 t = exactZ A B t := by
    simp only [splitZ, exactZ, smul_zero, NormedSpace.exp_zero, mul_one]
  have hcoeff (m : ℕ) : splitCoeff (A + B) 0 m = exactCoeff A B m := by
    unfold splitCoeff exactCoeff
    rw [Finset.sum_eq_single m]
    · simp
    · intro j hj hne
      have hk : m - j ≠ 0 := by
        have := Finset.mem_range.mp hj
        omega
      rw [zero_pow hk, mul_zero, trace_zero, zero_div]
    · intro hn
      exact absurd (Finset.mem_range.mpr (Nat.lt_succ_self m)) hn
  simpa only [hz, hcoeff] using h

/-- The error of the split partition function is `-t^4 tr([A,B]^2) / 24` up to a remainder
bounded by a constant times `|t|^5`, for `|t| ≤ 1`. -/
theorem partition_function_error (A B : Matrix n n ℝ) :
    ∃ C : ℝ, ∀ t : ℝ, |t| ≤ 1 →
      |splitZ A B t - exactZ A B t - t ^ 4 * (-trace ((A * B - B * A) ^ 2) / 24)|
        ≤ C * |t| ^ 5 := by
  let d : ℕ → ℝ := fun m => splitCoeff A B m - exactCoeff A B m
  have hd (t : ℝ) : HasSum (fun m => t ^ m * d m) (splitZ A B t - exactZ A B t) := by
    simpa only [d, mul_sub] using (hasSum_splitZ A B t).sub (hasSum_exactZ A B t)
  have hs : Summable d := by simpa only [one_pow, one_mul] using (hd 1).summable
  have htail : Summable fun m => |d (m + 5)| := (summable_nat_add_iff 5).mpr hs.abs
  have hlow (m : ℕ) (hm : m ≤ 3) : d m = 0 := sub_eq_zero.mpr (coeff_eq_of_le_three A B hm)
  have h4 : d 4 = -trace ((A * B - B * A) ^ 2) / 24 := coeff_four_defect A B
  refine ⟨∑' m, |d (m + 5)|, fun t ht => ?_⟩
  -- remove the first five orders, of which only the fourth survives
  have h5 := (hasSum_nat_add_iff' 5).mpr (hd t)
  have hsum : ∑ i ∈ Finset.range 5, t ^ i * d i
      = t ^ 4 * (-trace ((A * B - B * A) ^ 2) / 24) := by
    simp only [Finset.sum_range_succ, Finset.sum_range_zero, hlow 0 (by norm_num),
      hlow 1 (by norm_num), hlow 2 (by norm_num), hlow 3 (by norm_num), h4]
    ring
  rw [hsum] at h5
  rw [← Real.norm_eq_abs]
  refine h5.norm_le_of_bounded (htail.hasSum.mul_right (|t| ^ 5)) fun m => ?_
  rw [Real.norm_eq_abs, abs_mul, abs_pow, mul_comm]
  exact mul_le_mul_of_nonneg_left
    (pow_le_pow_of_le_one (abs_nonneg t) ht (by omega)) (abs_nonneg _)

/-- For symmetric `A` and `B` the fourth-order defect is the sum of the squared entries of
the commutator, divided by 24. -/
theorem symmetric_defect {A B : Matrix n n ℝ} (hA : Aᵀ = A) (hB : Bᵀ = B) :
    splitCoeff A B 4 - exactCoeff A B 4 = (∑ i, ∑ j, (A * B - B * A) i j ^ 2) / 24 := by
  -- the commutator of symmetric matrices is antisymmetric
  have hK : (A * B - B * A)ᵀ = -(A * B - B * A) := by
    rw [transpose_sub, transpose_mul, transpose_mul, hA, hB, neg_sub]
  have hij (i j : n) : (A * B - B * A) j i = -(A * B - B * A) i j :=
    congrFun (congrFun hK i) j
  rw [coeff_four_defect]
  congr 1
  rw [pow_two, Matrix.trace, ← Finset.sum_neg_distrib]
  refine Finset.sum_congr rfl fun i _ => ?_
  rw [Matrix.diag_apply, Matrix.mul_apply, ← Finset.sum_neg_distrib]
  refine Finset.sum_congr rfl fun j _ => ?_
  rw [hij i j]
  ring


/-- For the Pauli matrices `X` and `Z` the fourth-order defect equals `1/3`. -/
theorem pauli_defect :
    splitCoeff !![0, 1; 1, 0] !![1, 0; 0, -1] 4
      - exactCoeff !![0, 1; 1, 0] !![1, 0; 0, -1] 4 = 1 / 3 := by
  rw [coeff_four_defect]
  norm_num [pow_two, Matrix.trace_fin_two, Matrix.mul_apply, Fin.sum_univ_succ]

end

end TrotterTrace
```

```lean
#print axioms TrotterTrace.partition_function_error
-- 'TrotterTrace.partition_function_error' depends on axioms: [propext, Classical.choice, Quot.sound]
#print axioms TrotterTrace.symmetric_defect
-- 'TrotterTrace.symmetric_defect' depends on axioms: [propext, Classical.choice, Quot.sound]
#print axioms TrotterTrace.pauli_defect
-- 'TrotterTrace.pauli_defect' depends on axioms: [propext, Classical.choice, Quot.sound]
```

## How the proof follows the calculation

In `coeff_eq_of_le_three`, `interval_cases` separates the four values of \(m\), `simp` expands the powers into words, and `linarith` combines the resulting traces using the listed cyclic rotations.

`coeff_four_defect` has the same structure as the fourth-order calculation above. The step `s4` writes out the split coefficient, `x4` groups the sixteen words of \((A+B)^4\), and `k2` expands the squared commutator. After substitution, `ring` does the subtraction.

`hasSum_expSeries_mul` justifies multiplying the exponential series. It bounds the norms of the terms by those of a real exponential series, which gives absolute convergence, and then applies Mathlib's Cauchy product theorem. The comparison starts at the first power because the norm of the identity in a general Banach algebra need not be 1.

`hasSum_splitZ` applies this to matrices, using a norm that makes them a Banach algebra. The trace is linear and continuous, so it can be taken term by term, and the factors \(t^j\) and \(t^{m-j}\) combine to \(t^m\). `hasSum_exactZ` then needs no new convergence argument: it splits \(A+B\) into \(A+B\) and the zero matrix, where only the term \(j=m\) survives.

In `partition_function_error`, `d` is the sequence \(d_m\). Its absolute summability comes from the difference series at \(t=1\): `HasSum` asserts convergence regardless of the order of the terms, which for a real series is the same as absolute convergence. This replaces the explicit norm estimate above. The lemma `hasSum_nat_add_iff'` removes the first five terms, of which only the fourth-order one can be nonzero. The rest is bounded term by term using \(|t|^{m+5}\le|t|^5\), so the constant is \(C=\sum_{m\ge0}|d_{m+5}|\).

`symmetric_defect` first shows that the commutator changes sign under transposition, then rewrites the trace of its square entry by entry. `pauli_defect` evaluates the general formula on the two explicit matrices.

## The symmetric splitting has the same trace

Cyclicity also settles the case of one symmetric, second-order step:

\[
\mathrm{tr}(e^{tA/2}e^{tB}e^{tA/2})=\mathrm{tr}(e^{tA}e^{tB}).
\]

The expansion derived above therefore applies to it unchanged. Symmetrising a single step improves the operator approximation but leaves this estimate of the partition function as it was.
